# Even particle number on a hopping ring: periodic filling costs $2t\sin(\pi N/L)\tan(\pi/2L)$ more than antiperiodic filling

## Bosons represented by antiperiodic levels

An even number of hard-core bosons on a periodic ring with nearest-neighbour hopping has the ground energy of free fermions filling antiperiodic levels. The bosons enter here through that boundary condition; no bosonic Hamiltonian is diagonalised. Take a ring of $L$ sites with hopping amplitude $t>0$, so that the uniform wave is lowest, and an even number $N$ of particles with $0<N<L$. These conditions already force $L\ge3$. The allowed momenta and levels are

$$k_m=\frac{2\pi(m+\varphi)}{L},\qquad \varepsilon_m=-2t\cos k_m,$$

with $m$ an integer and $\varphi$ the boundary twist in units of $2\pi$: $\varphi=0$ is periodic, $\varphi=\tfrac12$ antiperiodic.

The wave $e^{ik_mj}$ at site $j$ satisfies

$$-t\left(e^{ik_m(j+1)}+e^{ik_m(j-1)}\right)=\varepsilon_m e^{ik_mj},\qquad e^{ik_m(j+L)}=e^{2\pi i\varphi}e^{ik_mj}.$$

Let $D$ be the Slater determinant of $N=n+1$ antiperiodic waves. Carrying the last particle across the boundary gives its column a factor $-1$. Moving that column to the front passes $n$ others and gives $(-1)^n=-1$. Hence

$$D(x_0,\dots,x_{n-1},y+L)=D(y,x_0,\dots,x_{n-1}).$$

This is the boundary rule of a bosonic wave function on ordered positions, and $D$ vanishes when two particles meet, as the hard core requires.

## The energy shift in words

Let $E_p$ and $E_a$ be the least sums of $N$ distinct levels for $\varphi=0$ and $\varphi=\tfrac12$. Then

$$E_p-E_a=2t\sin\frac{\pi N}{L}\tan\frac{\pi}{2L},\qquad E_a<E_p.$$

In Lean, `zone L` is a set of $L$ consecutive momentum numbers, and `fillingEnergies` collects the sums over its $N$-element subsets, which is the Pauli principle. `IsLeast` says that `Ep` or `Ea` belongs to this set and bounds it from below; `ground_energy` shows that such a least element exists. The function `slater` is unnormalised: for distinct momenta in the zone, the wave function normalised over all $L^N$ placements of the particles is $D/\sqrt{N!\,L^N}$.

The result concerns non-interacting spinless fermions at zero temperature and fixed even $N$ on a finite ring. For this model it gives the amount by which the ground energy of periodic fermions lies above that of hard-core bosons on the same ring.

## Filling the sea and summing it

Write $N=2h$ and fill $F=\{-h,\dots,h-1\}$. For $0\le\varphi\le\tfrac12$, every $m$ in $F$ has $|m+\varphi|\le h$, and every other $m$ in the zone has $h\le|m+\varphi|\le L/2$. Since $\cos k_m=\cos(2\pi|m+\varphi|/L)$ decreases with $|m+\varphi|$ in this range, $\mu=-2t\cos(2\pi h/L)$ separates filled from empty levels. For any other set $S$ of $N$ levels,

$$\sum_{m\in S}\varepsilon_m-\sum_{m\in F}\varepsilon_m=\sum_{m\in S\setminus F}(\varepsilon_m-\mu)-\sum_{m\in F\setminus S}(\varepsilon_m-\mu)\ge0,$$

because the equal particle numbers cancel $\mu$.

To sum the sea, go from $h$ to $h+1$, which adds $m=-h-1$ and $m=h$. With $A=(2h+1)\pi/L$, $B=\pi(1-2\varphi)/L$ and $d=\pi/L$, the new momenta are $-(A+B)$ and $A-B$, and

$$[\cos(A+B)+\cos(A-B)]\sin d=[\sin(A+d)-\sin(A-d)]\cos B.$$

Here $A+d=2\pi(h+1)/L$ and $A-d=2\pi h/L$, so the contributions telescope from the empty sea:

$$E_\varphi=-2t\,\frac{\sin(\pi N/L)\cos(\pi(1-2\varphi)/L)}{\sin(\pi/L)}.$$

The cosine in the numerator is $\cos(\pi/L)$ for $\varphi=0$ and $1$ for $\varphi=\tfrac12$. Therefore

$$E_p-E_a=2t\sin\frac{\pi N}{L}\,\frac{1-\cos(\pi/L)}{\sin(\pi/L)}.$$

With $u=\pi/(2L)$ the last fraction is $2\sin^2u/(2\sin u\cos u)=\tan u$. Both $\sin(\pi N/L)$ and $\tan u$ are positive, since $0<\pi N/L<\pi$ and $0<u<\pi/2$.

## One particle on three sites

Without evenness the formula fails at $L=3$, $N=1$. The lowest periodic level is $-2t$ and the lowest antiperiodic level is $-t$, so the difference is $-t$, while the formula would give $+t$.

## The shift as a sign in world-line sampling

In a world-line simulation of periodic fermions at fixed even $N$, each crossing of the boundary permutes the particles cyclically and contributes $-1$. A configuration with net winding $W$ therefore carries the sign $(-1)^W$; omitting it gives hard-core bosons. At large inverse temperature $\beta$ the average sign in the bosonic ensemble behaves as $2e^{-\beta(E_p-E_a)}$, the factor 2 being the degeneracy of the periodic ground state. This estimate uses the full boson–fermion mapping, which the file does not formalise. For $L=8$, $N=4$, $t=1$, the energies are $E_a\approx-5.226$ and $E_p\approx-4.828$, with a shift of about $0.398$.

## The Lean file

```lean
import Mathlib

open scoped Real

namespace RingBoundaryShift

noncomputable section

/-- The momentum `k = 2π(m+φ)/L` labelled by the integer `m`, on a ring of `L > 0` sites with
boundary twist `2πφ`: `φ = 0` is periodic, `φ = 1/2` antiperiodic. -/
def momentum (L : ℕ) (φ : ℝ) (m : ℤ) : ℝ := 2 * π * (m + φ) / L

/-- The hopping level `-2t cos k` at momentum number `m`, for `L > 0`. -/
def level (t : ℝ) (L : ℕ) (φ : ℝ) (m : ℤ) : ℝ := -2 * t * Real.cos (momentum L φ m)

/-- A Brillouin zone: `L` consecutive momentum numbers around zero. -/
def zone (L : ℕ) : Finset ℤ :=
  Finset.Ico (-((L / 2 : ℕ) : ℤ)) ((L : ℤ) - ((L / 2 : ℕ) : ℤ))

/-- All energies obtained by filling `N` distinct levels of the zone, for `L > 0`. -/
def fillingEnergies (t : ℝ) (L : ℕ) (φ : ℝ) (N : ℕ) : Set ℝ :=
  {E | ∃ S : Finset ℤ, S ⊆ zone L ∧ S.card = N ∧ E = ∑ m ∈ S, level t L φ m}

/-- The plane wave `exp(ikj)` at site `j`, for `L > 0`. -/
def planeWave (L : ℕ) (φ : ℝ) (m j : ℤ) : ℂ :=
  Complex.exp (((momentum L φ m * j : ℝ) : ℂ) * Complex.I)

/-- The unnormalised Slater determinant of plane waves `m` at positions `x`, for `L > 0`. -/
def slater {N : ℕ} (L : ℕ) (φ : ℝ) (m x : Fin N → ℤ) : ℂ :=
  Matrix.det (Matrix.of fun a b => planeWave L φ (m a) (x b))

/-- A plane wave solves the nearest-neighbour hopping equation with energy `-2t cos k`. -/
theorem planeWave_hopping (t : ℝ) (L : ℕ) (φ : ℝ) (m j : ℤ) :
    -(t : ℂ) * (planeWave L φ m (j + 1) + planeWave L φ m (j - 1))
      = (level t L φ m : ℂ) * planeWave L φ m j := by
  have e1 : planeWave L φ m (j + 1)
      = planeWave L φ m j * Complex.exp ((momentum L φ m : ℂ) * Complex.I) := by
    unfold planeWave
    rw [← Complex.exp_add]
    congr 1
    push_cast
    ring
  have e2 : planeWave L φ m (j - 1)
      = planeWave L φ m j * Complex.exp (-(momentum L φ m : ℂ) * Complex.I) := by
    unfold planeWave
    rw [← Complex.exp_add]
    congr 1
    push_cast
    ring
  rw [e1, e2]
  unfold level
  push_cast
  linear_combination ((t : ℂ) * planeWave L φ m j) * Complex.two_cos (momentum L φ m : ℂ)

/-- Carried once around a ring of `L > 0` sites, a plane wave gains the phase `exp(2πiφ)`. -/
theorem planeWave_wrap {L : ℕ} (hL : 0 < L) (φ : ℝ) (m j : ℤ) :
    planeWave L φ m (j + L)
      = Complex.exp (((2 * π * φ : ℝ) : ℂ) * Complex.I) * planeWave L φ m j := by
  have hL' : (L : ℝ) ≠ 0 := by exact_mod_cast hL.ne'
  have h : momentum L φ m * L = 2 * π * (m + φ) := div_mul_cancel₀ _ hL'
  have e : momentum L φ m * ((j + (L : ℤ) : ℤ) : ℝ)
      = 2 * π * φ + momentum L φ m * j + m * (2 * π) := by
    push_cast
    linear_combination h
  have e' : ((momentum L φ m * ((j + (L : ℤ) : ℤ) : ℝ) : ℝ) : ℂ) * Complex.I
      = ((2 * π * φ : ℝ) : ℂ) * Complex.I + ((momentum L φ m * j : ℝ) : ℂ) * Complex.I
        + (m : ℂ) * (2 * π * Complex.I) := by
    rw [e]
    push_cast
    ring
  unfold planeWave
  rw [e', Complex.exp_add, Complex.exp_int_mul_two_pi_mul_I, mul_one, Complex.exp_add]

/-- For an even number of particles in antiperiodic waves on `L > 0` sites, the Slater
determinant gains no sign when the last particle crosses the boundary and becomes the first. -/
theorem slater_wrap {n L : ℕ} (hL : 0 < L) (hN : Even (n + 1)) (m : Fin (n + 1) → ℤ)
    (x : Fin n → ℤ) (y : ℤ) :
    slater L (1 / 2) m (Fin.snoc (α := fun _ => ℤ) x (y + L))
      = slater L (1 / 2) m (Fin.cons (α := fun _ => ℤ) y x) := by
  have phase : Complex.exp (((2 * π * (1 / 2) : ℝ) : ℂ) * Complex.I) = -1 := by
    rw [show 2 * π * (1 / 2) = π by ring]
    exact Complex.exp_pi_mul_I
  have hn : Odd n := Nat.not_even_iff_odd.1 (Nat.even_add_one.1 hN)
  let M : Matrix (Fin (n + 1)) (Fin (n + 1)) ℂ :=
    Matrix.of fun a b => planeWave L (1 / 2) (m a) (Fin.cons (α := fun _ => ℤ) y x b)
  let v : Fin (n + 1) → ℂ := fun b => if b = Fin.last n then -1 else 1
  -- crossing the boundary is a cyclic relabelling times the antiperiodic sign
  have hM : (Matrix.of fun a b =>
      planeWave L (1 / 2) (m a) (Fin.snoc (α := fun _ => ℤ) x (y + L) b))
      = Matrix.of fun a b => v b * (M.submatrix id (finRotate (n + 1))) a b := by
    ext a b
    have hr : Fin.cons (α := fun _ => ℤ) y x (finRotate (n + 1) b)
        = Fin.snoc (α := fun _ => ℤ) x y b :=
      (congrFun (Fin.snoc_eq_cons_rotate x y) b).symm
    change planeWave L (1 / 2) (m a) (Fin.snoc (α := fun _ => ℤ) x (y + L) b)
      = (if b = Fin.last n then -1 else 1)
        * planeWave L (1 / 2) (m a) (Fin.cons (α := fun _ => ℤ) y x (finRotate (n + 1) b))
    rw [hr]
    clear hr
    induction b using Fin.lastCases with
    | last => rw [if_pos rfl, Fin.snoc_last, Fin.snoc_last, planeWave_wrap hL, phase]
    | cast i =>
      rw [if_neg (Fin.castSucc_lt_last i).ne, one_mul, Fin.snoc_castSucc, Fin.snoc_castSucc]
  have hv : ∏ b, v b = -1 := by simp [v]
  change Matrix.det (Matrix.of fun a b =>
      planeWave L (1 / 2) (m a) (Fin.snoc (α := fun _ => ℤ) x (y + L) b)) = M.det
  rw [hM, Matrix.det_mul_row, hv, Matrix.det_permute', sign_finRotate, Nat.add_sub_cancel,
    hn.neg_one_pow]
  simp

/-- If the levels of `F` lie at or below `μ` and `S` has as many particles, those outside `F` lying
at or above `μ`, then `F` has at most the energy of `S`. -/
theorem fermi_sea_le (ε : ℤ → ℝ) (μ : ℝ) (F S : Finset ℤ) (hc : F.card = S.card)
    (hF : ∀ m ∈ F, ε m ≤ μ) (hS : ∀ m ∈ S, m ∉ F → μ ≤ ε m) :
    ∑ m ∈ F, ε m ≤ ∑ m ∈ S, ε m := by
  have h1 := Finset.sum_inter_add_sum_sdiff F S (fun m => ε m - μ)
  have h2 := Finset.sum_inter_add_sum_sdiff S F (fun m => ε m - μ)
  rw [Finset.inter_comm] at h2
  have h3 : ∑ m ∈ F \ S, (ε m - μ) ≤ 0 := Finset.sum_nonpos fun m hm =>
    sub_nonpos.2 (hF m (Finset.mem_sdiff.1 hm).1)
  have h4 : 0 ≤ ∑ m ∈ S \ F, (ε m - μ) := Finset.sum_nonneg fun m hm =>
    sub_nonneg.2 (hS m (Finset.mem_sdiff.1 hm).1 (Finset.mem_sdiff.1 hm).2)
  have h5 : ∑ m ∈ F, (ε m - μ) ≤ ∑ m ∈ S, (ε m - μ) := by linarith
  simp only [Finset.sum_sub_distrib, Finset.sum_const, hc] at h5
  linarith

/-- The energy of the sea `-h ≤ m < h`, multiplied by `sin(π/L)`, in closed form. -/
theorem filled_sum (t φ : ℝ) (L h : ℕ) :
    (∑ m ∈ Finset.Ico (-(h : ℤ)) (h : ℤ), level t L φ m) * Real.sin (π / L)
      = -2 * t * Real.sin (2 * π * h / L) * Real.cos (π * (1 - 2 * φ) / L) := by
  have key : ∀ A B d : ℝ, (Real.cos (-(A + B)) + Real.cos (A - B)) * Real.sin d
      = (Real.sin (A + d) - Real.sin (A - d)) * Real.cos B := by
    intro A B d
    rw [Real.cos_neg, Real.cos_add, Real.cos_sub, Real.sin_add, Real.sin_sub]
    ring
  induction h with
  | zero => simp
  | succ h ih =>
    -- one more level is filled at each end of the sea
    have hs : Finset.Ico (-((h + 1 : ℕ) : ℤ)) ((h + 1 : ℕ) : ℤ)
        = insert (-((h : ℤ) + 1)) (insert (h : ℤ) (Finset.Ico (-(h : ℤ)) (h : ℤ))) := by
      ext m
      simp only [Finset.mem_Ico, Finset.mem_insert]
      omega
    rw [hs, Finset.sum_insert (by simp only [Finset.mem_insert, Finset.mem_Ico]; omega),
      Finset.sum_insert (by simp), add_mul, add_mul, ih]
    have e1 : momentum L φ (-((h : ℤ) + 1))
        = -((2 * π * h / L + π / L) + π * (1 - 2 * φ) / L) := by
      unfold momentum
      push_cast
      ring
    have e2 : momentum L φ (h : ℤ)
        = (2 * π * h / L + π / L) - π * (1 - 2 * φ) / L := by
      unfold momentum
      push_cast
      ring
    have e3 : 2 * π * ((h + 1 : ℕ) : ℝ) / L = (2 * π * h / L + π / L) + π / L := by
      push_cast
      ring
    have k := key (2 * π * h / L + π / L) (π * (1 - 2 * φ) / L) (π / L)
    rw [add_sub_cancel_right] at k
    unfold level
    rw [e1, e2, e3]
    linear_combination (-2 * t) * k

/-- For `t ≥ 0`, even `N` with `0 < N ≤ L` and twist `0 ≤ φ ≤ 1/2`, the least sum of `N`
distinct levels is `-2t sin(πN/L) cos(π(1-2φ)/L) / sin(π/L)`. -/
theorem ground_energy {t φ : ℝ} {L N : ℕ} (ht : 0 ≤ t) (h0 : 0 ≤ φ) (h1 : φ ≤ 1 / 2)
    (hN : Even N) (hpos : 0 < N) (hNL : N ≤ L) :
    IsLeast (fillingEnergies t L φ N)
      (-2 * t * Real.sin (π * N / L) * Real.cos (π * (1 - 2 * φ) / L) / Real.sin (π / L)) := by
  obtain ⟨h, rfl⟩ := hN
  have hL1 : (1 : ℝ) < L := by exact_mod_cast (show 1 < L by omega)
  have hL : (0 : ℝ) < L := by linarith
  have hhL : 2 * (h : ℝ) ≤ L := by exact_mod_cast (show 2 * h ≤ L by omega)
  have hs : 0 < Real.sin (π / L) :=
    Real.sin_pos_of_pos_of_lt_pi (by positivity) (div_lt_self Real.pi_pos hL1)
  have hE : -2 * t * Real.sin (π * ((h + h : ℕ) : ℝ) / L) * Real.cos (π * (1 - 2 * φ) / L)
      / Real.sin (π / L) = ∑ m ∈ Finset.Ico (-(h : ℤ)) (h : ℤ), level t L φ m := by
    rw [div_eq_iff hs.ne', filled_sum,
      show π * ((h + h : ℕ) : ℝ) / L = 2 * π * h / L by push_cast; ring]
  have habs : ∀ m : ℤ, Real.cos (momentum L φ m) = Real.cos (2 * π * |(m : ℝ) + φ| / L) := by
    intro m
    unfold momentum
    rcases abs_choice ((m : ℝ) + φ) with e | e
    · rw [e]
    · rw [e, ← Real.cos_neg]
      congr 1
      ring
  have hzone : ∀ a : ℝ, 2 * a ≤ L → 2 * π * a / L ≤ π := by
    intro a ha
    rw [div_le_iff₀ hL]
    nlinarith [mul_le_mul_of_nonneg_left ha Real.pi_pos.le]
  have hcard : (Finset.Ico (-(h : ℤ)) (h : ℤ)).card = h + h := by
    rw [Int.card_Ico]
    omega
  rw [hE]
  constructor
  · refine ⟨Finset.Ico (-(h : ℤ)) (h : ℤ), ?_, hcard, rfl⟩
    intro m hm
    simp only [zone, Finset.mem_Ico] at hm ⊢
    omega
  · rintro E ⟨S, hS, hc, rfl⟩
    -- the Fermi level sits at momentum 2πh/L
    apply fermi_sea_le _ (-2 * t * Real.cos (2 * π * h / L)) _ _ (hcard.trans hc.symm)
    · intro m hm
      rw [Finset.mem_Ico] at hm
      have a1 : -(h : ℝ) ≤ m := by exact_mod_cast hm.1
      have a2 : (m : ℝ) + 1 ≤ h := by exact_mod_cast (show m + 1 ≤ (h : ℤ) by omega)
      have a3 : |(m : ℝ) + φ| ≤ h := abs_le.2 ⟨by linarith, by linarith⟩
      have hcos : Real.cos (2 * π * h / L) ≤ Real.cos (2 * π * |(m : ℝ) + φ| / L) :=
        Real.cos_le_cos_of_nonneg_of_le_pi (by positivity) (hzone _ hhL) (by gcongr)
      unfold level
      rw [habs]
      nlinarith [mul_le_mul_of_nonneg_left hcos ht]
    · intro m hm hmF
      have hz := hS hm
      simp only [zone, Finset.mem_Ico] at hz hmF
      have b1 : -(L : ℝ) ≤ 2 * m := by exact_mod_cast (show -(L : ℤ) ≤ 2 * m by omega)
      have b2 : 2 * (m : ℝ) + 1 ≤ L := by
        exact_mod_cast (show 2 * m + 1 ≤ (L : ℤ) by omega)
      have b3 : |(m : ℝ) + φ| ≤ L / 2 := abs_le.2 ⟨by linarith, by linarith⟩
      have b4 : (h : ℝ) ≤ |(m : ℝ) + φ| := by
        rcases (show (h : ℤ) ≤ m ∨ m + 1 ≤ -(h : ℤ) by omega) with c | c
        · have c' : (h : ℝ) ≤ m := by exact_mod_cast c
          exact le_abs.2 (Or.inl (by linarith))
        · have c' : (m : ℝ) + 1 ≤ -(h : ℝ) := by exact_mod_cast c
          exact le_abs.2 (Or.inr (by linarith))
      have hcos : Real.cos (2 * π * |(m : ℝ) + φ| / L) ≤ Real.cos (2 * π * h / L) :=
        Real.cos_le_cos_of_nonneg_of_le_pi (by positivity) (hzone _ (by linarith)) (by gcongr)
      unfold level
      rw [habs]
      nlinarith [mul_le_mul_of_nonneg_left hcos ht]

/-- For `t > 0` and even `N` with `0 < N < L`, the least sum `Ep` of `N` distinct periodic
levels exceeds the least antiperiodic sum `Ea` by `2t sin(πN/L) tan(π/(2L))`, and `Ea < Ep`. -/
theorem periodic_antiperiodic_shift {t Ep Ea : ℝ} {L N : ℕ} (ht : 0 < t) (hN : Even N)
    (hpos : 0 < N) (hNL : N < L) (hp : IsLeast (fillingEnergies t L 0 N) Ep)
    (ha : IsLeast (fillingEnergies t L (1 / 2) N) Ea) :
    Ep - Ea = 2 * t * Real.sin (π * N / L) * Real.tan (π / (2 * L)) ∧ Ea < Ep := by
  have hL1 : (1 : ℝ) < L := by exact_mod_cast (show 1 < L by omega)
  have hL : (0 : ℝ) < L := by linarith
  have hN0 : (0 : ℝ) < N := by exact_mod_cast hpos
  have hNL' : (N : ℝ) < L := by exact_mod_cast hNL
  have hx : 0 < π / (2 * L) := by positivity
  have hx2 : π / (2 * L) < π / 2 := by
    rw [div_lt_div_iff₀ (by positivity) (by norm_num)]
    nlinarith [mul_lt_mul_of_pos_left hL1 Real.pi_pos]
  have hsx : 0 < Real.sin (π / (2 * L)) :=
    Real.sin_pos_of_pos_of_lt_pi hx (by linarith [Real.pi_pos])
  have hcx : 0 < Real.cos (π / (2 * L)) :=
    Real.cos_pos_of_mem_Ioo ⟨by linarith [Real.pi_pos], hx2⟩
  -- half-angle formula
  have half : (1 - Real.cos (π / L)) / Real.sin (π / L) = Real.tan (π / (2 * L)) := by
    rw [show π / (L : ℝ) = 2 * (π / (2 * L)) by ring, Real.sin_two_mul, Real.cos_two_mul,
      Real.tan_eq_sin_div_cos, div_eq_div_iff (by positivity) hcx.ne']
    linear_combination (-2 * Real.cos (π / (2 * L))) * Real.sin_sq_add_cos_sq (π / (2 * L))
  have e1 := hp.unique (ground_energy ht.le le_rfl (by norm_num) hN hpos hNL.le)
  have e2 := ha.unique (ground_energy ht.le (by norm_num) le_rfl hN hpos hNL.le)
  rw [show π * (1 - 2 * 0) / (L : ℝ) = π / L by ring] at e1
  rw [show π * (1 - 2 * (1 / 2)) / (L : ℝ) = 0 by ring, Real.cos_zero] at e2
  have shift : Ep - Ea = 2 * t * Real.sin (π * N / L) * Real.tan (π / (2 * L)) := by
    rw [e1, e2, ← half]
    ring
  have hsN : 0 < Real.sin (π * N / L) := by
    apply Real.sin_pos_of_pos_of_lt_pi (by positivity)
    rw [div_lt_iff₀ hL]
    exact mul_lt_mul_of_pos_left hNL' Real.pi_pos
  have htan : 0 < Real.tan (π / (2 * L)) := Real.tan_pos_of_pos_of_lt_pi_div_two hx hx2
  have hgap : 0 < 2 * t * Real.sin (π * N / L) * Real.tan (π / (2 * L)) := by positivity
  exact ⟨shift, by linarith⟩

end

end RingBoundaryShift
```

```lean
#print axioms RingBoundaryShift.planeWave_hopping
#print axioms RingBoundaryShift.slater_wrap
#print axioms RingBoundaryShift.periodic_antiperiodic_shift
```

```
'RingBoundaryShift.planeWave_hopping' depends on axioms: [propext, Classical.choice, Quot.sound]
'RingBoundaryShift.slater_wrap' depends on axioms: [propext, Classical.choice, Quot.sound]
'RingBoundaryShift.periodic_antiperiodic_shift' depends on axioms: [propext, Classical.choice, Quot.sound]
```

## From plane waves to the shift in Lean

`planeWave_hopping` factors out the wave at site $j$ and uses the exponential form of the cosine. `planeWave_wrap` splits the phase into the twist, the original phase and an integer multiple of $2\pi$.

In `slater_wrap`, `hM` writes the new matrix as a cyclic column permutation with one column multiplied by $-1$. The determinant rules then produce the two signs, which cancel because `n` is odd.

`fermi_sea_le` splits both sums into common and differing levels, as in the comparison of $S$ with $F$. `filled_sum` is the induction on $h$: `key` is the trigonometric identity, `e1` and `e2` identify the two added momenta, and `linear_combination` closes the step.

`ground_energy` first rewrites the closed formula as the sum over the sea. It then shows that the sea lies in the zone and applies `fermi_sea_le`; `habs` and the monotonicity of cosine supply the two Fermi-level inequalities.

In `periodic_antiperiodic_shift`, uniqueness of a least element identifies `Ep` and `Ea` with the closed energies at the two twists. The step `half` is the half-angle formula, and `hgap` proves that the shift is positive.
